# Two overlapping fragments give the exact inverse of a positive definite matrix if and only if that inverse does not connect their private sites

One way to build the inverse of a large matrix from two overlapping fragments is to invert the block of each fragment, pad the results with zeros to all sites, add them and subtract the padded inverse of the block that the fragments share. For a positive definite matrix and two fragments that together cover all sites, this assembly is exact precisely when the true inverse has no nonzero entries between the sites private to one fragment and those private to the other.

In Lean 4 with Mathlib:

```lean
import Mathlib

open Matrix
open scoped ComplexOrder

namespace OverlappingFragments

noncomputable section

variable {n : Type*} [Fintype n] [DecidableEq n]

/-- The matrix that places a vector on the fragment `S` into the space of all sites. -/
def embed (S : Finset n) : Matrix n S ℂ :=
  Matrix.of fun i s => if i = s.1 then 1 else 0

/-- The block of `M` belonging to the sites of the fragment `S`. -/
def fragment (M : Matrix n n ℂ) (S : Finset n) : Matrix S S ℂ :=
  M.submatrix Subtype.val Subtype.val

/-- The inverse of the fragment block, padded with zeros to all sites. -/
def paddedInv (M : Matrix n n ℂ) (S : Finset n) : Matrix n n ℂ :=
  embed S * (fragment M S)⁻¹ * (embed S)ᵀ

/-- Multiplying by the transposed embedding from the left selects the rows of the fragment. -/
theorem embed_transpose_mul_apply {m : Type*} (S : Finset n) (X : Matrix n m ℂ)
    (s : S) (j : m) : ((embed S)ᵀ * X) s j = X s.1 j := by
  simp [embed, Matrix.mul_apply]

/-- Multiplying by the embedding from the right selects the columns of the fragment. -/
theorem mul_embed_apply {m : Type*} (S : Finset n) (X : Matrix m n ℂ)
    (i : m) (s : S) : (X * embed S) i s = X i s.1 := by
  simp [embed, Matrix.mul_apply]

/-- The fragment block is the full matrix compressed by the embedding. -/
theorem fragment_eq (M : Matrix n n ℂ) (S : Finset n) :
    fragment M S = (embed S)ᵀ * M * embed S := by
  ext s t
  rw [mul_embed_apply, embed_transpose_mul_apply]
  rfl

omit [Fintype n] in
/-- The padded inverse has no entries that involve a site outside the fragment. -/
theorem paddedInv_eq_zero (M : Matrix n n ℂ) (S : Finset n) (i j : n)
    (h : i ∉ S ∨ j ∉ S) : paddedInv M S i j = 0 := by
  rcases h with h | h
  · have h' : ∀ s : S, i ≠ s.1 := fun s e => h (e ▸ s.2)
    rw [paddedInv, Matrix.mul_assoc, Matrix.mul_apply]
    apply Finset.sum_eq_zero
    intro s _
    simp [embed, h' s]
  · have h' : ∀ s : S, j ≠ s.1 := fun s e => h (e ▸ s.2)
    rw [paddedInv, Matrix.mul_apply]
    apply Finset.sum_eq_zero
    intro s _
    simp [embed, h' s]

/-- On the sites of an invertible fragment, the padded inverse inverts the full matrix:
from the right on fragment rows and from the left on fragment columns. -/
theorem paddedInv_inverts (M : Matrix n n ℂ) (S : Finset n)
    (hS : IsUnit (fragment M S).det) (k : n) (hk : k ∈ S) (j : n) :
    (M * paddedInv M S) k j = (1 : Matrix n n ℂ) k j ∧
      (paddedInv M S * M) j k = (1 : Matrix n n ℂ) j k := by
  have hF := fragment_eq M S
  have e₁ : (embed S)ᵀ * (M * paddedInv M S) = (embed S)ᵀ := by
    calc (embed S)ᵀ * (M * paddedInv M S)
        = ((embed S)ᵀ * M * embed S) * (fragment M S)⁻¹ * (embed S)ᵀ := by
          simp only [paddedInv, Matrix.mul_assoc]
      _ = (embed S)ᵀ := by
          rw [← hF, Matrix.mul_nonsing_inv _ hS, Matrix.one_mul]
  have e₂ : (paddedInv M S * M) * embed S = embed S := by
    calc (paddedInv M S * M) * embed S
        = embed S * ((fragment M S)⁻¹ * ((embed S)ᵀ * M * embed S)) := by
          simp only [paddedInv, Matrix.mul_assoc]
      _ = embed S := by
          rw [← hF, Matrix.nonsing_inv_mul _ hS, Matrix.mul_one]
  constructor
  · rw [← embed_transpose_mul_apply S (M * paddedInv M S) ⟨k, hk⟩ j, e₁]
    by_cases h : j = k
    · rw [h, Matrix.one_apply_eq]
      simp [embed]
    · simp [embed, h, Matrix.one_apply_ne (Ne.symm h)]
  · rw [← mul_embed_apply S (paddedInv M S * M) j ⟨k, hk⟩, e₂]
    simp [embed, Matrix.one_apply]

/-- Let the matrix and its block on the fragment `S` be invertible. If row `i` of the exact inverse
is confined to `S`, then the padded fragment inverse reproduces that row exactly. -/
theorem fragment_row_exact (M : Matrix n n ℂ) (S : Finset n) (hM : IsUnit M.det)
    (hS : IsUnit (fragment M S).det) (i : n) (hi : ∀ k, k ∉ S → M⁻¹ i k = 0) (j : n) :
    paddedInv M S i j = M⁻¹ i j := by
  calc paddedInv M S i j = (M⁻¹ * (M * paddedInv M S)) i j := by
        rw [← Matrix.mul_assoc, Matrix.nonsing_inv_mul _ hM, Matrix.one_mul]
    _ = (M⁻¹ * (1 : Matrix n n ℂ)) i j := by
        rw [Matrix.mul_apply, Matrix.mul_apply]
        apply Finset.sum_congr rfl
        intro k _
        by_cases hk : k ∈ S
        · rw [(paddedInv_inverts M S hS k hk j).1]
        · rw [hi k hk, zero_mul, zero_mul]
    _ = M⁻¹ i j := by rw [Matrix.mul_one]

/-- For an invertible matrix with invertible fragment and overlap blocks, not necessarily Hermitian,
on sites covered by two fragments, the padded fragment inverses minus the padded overlap inverse
give the exact inverse if the exact inverse vanishes, in both directions, between the private sites
of the two fragments. -/
theorem inverse_eq_of_invertible (M : Matrix n n ℂ) (S T : Finset n)
    (hST : S ∪ T = Finset.univ) (hM : IsUnit M.det)
    (hS : IsUnit (fragment M S).det) (hT : IsUnit (fragment M T).det)
    (hB : IsUnit (fragment M (S ∩ T)).det)
    (h₁ : ∀ i ∈ S \ T, ∀ j ∈ T \ S, M⁻¹ i j = 0)
    (h₂ : ∀ i ∈ S \ T, ∀ j ∈ T \ S, M⁻¹ j i = 0) :
    M⁻¹ = paddedInv M S + paddedInv M T - paddedInv M (S ∩ T) := by
  have cov : ∀ k, k ∈ S ∨ k ∈ T := fun k =>
    Finset.mem_union.mp (hST.symm ▸ Finset.mem_univ k)
  obtain ⟨D, hD⟩ : ∃ D, D = paddedInv M S + paddedInv M T - paddedInv M (S ∩ T) - M⁻¹ :=
    ⟨_, rfl⟩
  -- outside the overlap one fragment already gives the exact row
  have hout : ∀ k, k ∉ S ∩ T → ∀ j, D k j = 0 := by
    intro k hk j
    have hR := paddedInv_eq_zero M (S ∩ T) k j (Or.inl hk)
    by_cases hkS : k ∈ S
    · have hkT : k ∉ T := fun h => hk (Finset.mem_inter.mpr ⟨hkS, h⟩)
      have hP := fragment_row_exact M S hM hS k (fun l hl =>
        h₁ k (Finset.mem_sdiff.mpr ⟨hkS, hkT⟩) l
          (Finset.mem_sdiff.mpr ⟨(cov l).resolve_left hl, hl⟩)) j
      have hQ := paddedInv_eq_zero M T k j (Or.inl hkT)
      rw [hD, Matrix.sub_apply, Matrix.sub_apply, Matrix.add_apply, hP, hQ, hR]
      ring
    · have hkT : k ∈ T := (cov k).resolve_left hkS
      have hQ := fragment_row_exact M T hM hT k (fun l hl =>
        h₂ l (Finset.mem_sdiff.mpr ⟨(cov l).resolve_right hl, hl⟩) k
          (Finset.mem_sdiff.mpr ⟨hkT, hkS⟩)) j
      have hP := paddedInv_eq_zero M S k j (Or.inl hkS)
      rw [hD, Matrix.sub_apply, Matrix.sub_apply, Matrix.add_apply, hP, hQ, hR]
      ring
  -- on the overlap the residual is 1 + 1 - 1 - 1
  have hin : ∀ k ∈ S ∩ T, ∀ j, (M * D) k j = 0 := by
    intro k hk j
    rw [hD, Matrix.mul_sub, Matrix.mul_sub, Matrix.mul_add, Matrix.mul_nonsing_inv _ hM,
      Matrix.sub_apply, Matrix.sub_apply, Matrix.add_apply,
      (paddedInv_inverts M S hS k (Finset.mem_inter.mp hk).1 j).1,
      (paddedInv_inverts M T hT k (Finset.mem_inter.mp hk).2 j).1,
      (paddedInv_inverts M (S ∩ T) hB k hk j).1]
    ring
  -- the overlap inverse turns the vanishing residual into a vanishing error
  have hzero : D = 0 := by
    ext i j
    calc D i j = ((1 : Matrix n n ℂ) * D) i j := by rw [Matrix.one_mul]
      _ = (paddedInv M (S ∩ T) * M * D) i j := by
          rw [Matrix.mul_apply, Matrix.mul_apply]
          apply Finset.sum_congr rfl
          intro k _
          by_cases hk : k ∈ S ∩ T
          · rw [(paddedInv_inverts M (S ∩ T) hB k hk i).2]
          · rw [hout k hk j, mul_zero, mul_zero]
      _ = (paddedInv M (S ∩ T) * (M * D)) i j := by rw [Matrix.mul_assoc]
      _ = 0 := by
          rw [Matrix.mul_apply]
          apply Finset.sum_eq_zero
          intro k _
          by_cases hk : k ∈ S ∩ T
          · rw [hin k hk j, mul_zero]
          · rw [paddedInv_eq_zero M _ i k (Or.inr hk), zero_mul]
  rw [hD] at hzero
  exact (sub_eq_zero.mp hzero).symm

/-- Every fragment block of a positive definite matrix is invertible. -/
theorem fragment_isUnit {M : Matrix n n ℂ} (hM : M.PosDef) (S : Finset n) :
    IsUnit (fragment M S).det := by
  rw [isUnit_iff_ne_zero]
  intro h0
  obtain ⟨v, hv, hFv⟩ := Matrix.exists_mulVec_eq_zero_iff.mpr h0
  have hw : embed S *ᵥ v ≠ 0 := by
    intro h
    apply hv
    ext s
    have := congrFun h s.1
    simpa [embed, Matrix.mulVec, dotProduct] using this
  have hJ : (embed S)ᴴ = (embed S)ᵀ := by
    ext s i
    by_cases h : i = s.1 <;> simp [embed, h]
  -- a null vector of the block would have zero energy in the full matrix
  have hp := hM.dotProduct_mulVec_pos hw
  have he : star (embed S *ᵥ v) ⬝ᵥ (M *ᵥ (embed S *ᵥ v))
      = star v ⬝ᵥ (fragment M S *ᵥ v) := by
    rw [fragment_eq, Matrix.star_mulVec, hJ, ← Matrix.dotProduct_mulVec]
    simp only [Matrix.mulVec_mulVec, Matrix.mul_assoc]
  rw [he, hFv, dotProduct_zero] at hp
  exact lt_irrefl _ hp

/-- For a positive definite matrix on sites covered by two fragments, the padded fragment
inverses minus the padded overlap inverse equal the exact inverse if and only if the exact
inverse vanishes between the private sites of the two fragments. -/
theorem inverse_eq_overlapping_fragments_iff {M : Matrix n n ℂ} (hM : M.PosDef)
    (S T : Finset n) (hST : S ∪ T = Finset.univ) :
    M⁻¹ = paddedInv M S + paddedInv M T - paddedInv M (S ∩ T) ↔
      ∀ i ∈ S \ T, ∀ j ∈ T \ S, M⁻¹ i j = 0 := by
  constructor
  · intro h i hi j hj
    have hiT := (Finset.mem_sdiff.mp hi).2
    have hjS := (Finset.mem_sdiff.mp hj).2
    rw [h, Matrix.sub_apply, Matrix.add_apply, paddedInv_eq_zero M S i j (Or.inr hjS),
      paddedInv_eq_zero M T i j (Or.inl hiT),
      paddedInv_eq_zero M (S ∩ T) i j (Or.inl fun h => hiT (Finset.mem_inter.mp h).2)]
    norm_num
  · intro h
    have hH : (M⁻¹).IsHermitian := hM.isHermitian.inv
    refine inverse_eq_of_invertible M S T hST (isUnit_iff_ne_zero.mpr hM.det_pos.ne')
      (fragment_isUnit hM S) (fragment_isUnit hM T) (fragment_isUnit hM _) h ?_
    intro i hi j hj
    rw [← hH.apply j i, h i hi j hj, star_zero]

/-- A three-site matrix in which all sites are coupled. -/
def chain : Matrix (Fin 3) (Fin 3) ℂ := !![3, 2, 1; 2, 4, 2; 1, 2, 3]

/-- The three-site matrix is positive definite and couples its end sites, while its inverse
does not connect the private sites of the fragments `{0, 1}` and `{1, 2}`. -/
theorem chain_witness :
    chain.PosDef ∧ chain 0 2 ≠ 0 ∧
      ({0, 1} ∪ {1, 2} : Finset (Fin 3)) = Finset.univ ∧
      ∀ i ∈ ({0, 1} \ {1, 2} : Finset (Fin 3)),
        ∀ j ∈ ({1, 2} \ {0, 1} : Finset (Fin 3)), chain⁻¹ i j = 0 := by
  refine ⟨?_, by simp [chain], by decide, ?_⟩
  · -- the identity plus a Gram matrix
    have h : chain = 1 + (!![1, 1, 1; 1, 1, 0; 0, 1, 1] : Matrix (Fin 3) (Fin 3) ℂ)ᴴ
        * !![1, 1, 1; 1, 1, 0; 0, 1, 1] := by
      ext i j
      fin_cases i <;> fin_cases j <;>
        norm_num [chain, Matrix.mul_apply, Fin.sum_univ_succ, Matrix.one_apply]
    rw [h]
    exact Matrix.PosDef.one.add_posSemidef (Matrix.posSemidef_conjTranspose_mul_self _)
  · have hinv : chain⁻¹ = !![1/2, -1/4, 0; -1/4, 1/2, -1/4; 0, -1/4, 1/2] := by
      apply Matrix.inv_eq_right_inv
      ext i j
      fin_cases i <;> fin_cases j <;>
        norm_num [chain, Matrix.mul_apply, Fin.sum_univ_succ, Matrix.one_apply]
    have h0 : ∀ i ∈ ({0, 1} \ {1, 2} : Finset (Fin 3)), i = 0 := by decide
    have h2 : ∀ j ∈ ({1, 2} \ {0, 1} : Finset (Fin 3)), j = 2 := by decide
    intro i hi j hj
    rw [h0 i hi, h2 j hj, hinv]
    simp

end

end OverlappingFragments
```

```lean
#print axioms OverlappingFragments.inverse_eq_overlapping_fragments_iff
```

```
'OverlappingFragments.inverse_eq_overlapping_fragments_iff' depends on axioms: [propext, Classical.choice, Quot.sound]
```

The sites form a finite type `n`, and M is a complex matrix indexed by them. A fragment is any set of sites, `S : Finset n`. Two fragments S and T divide the sites into three regions: A = S \ T, private to S; B = S ∩ T, the overlap; and C = T \ S, private to T. The hypothesis `hST` says that no site is left over.

Let J_S be the matrix `embed S`, which places a vector on S into the full space and fills the other sites with zeros. The fragment block M_S is `fragment M S`, and its padded inverse is `paddedInv M S`:

M_S = J_Sᵀ M J_S

P_S = J_S M_S⁻¹ J_Sᵀ

The main theorem, `inverse_eq_overlapping_fragments_iff`, says that for positive definite M

M⁻¹ = P_S + P_T − P_B  ⇔  (M⁻¹)_ij = 0 for all i in A and j in C.

In Mathlib, `M.PosDef` includes Hermiticity, so the opposite block, from C to A, vanishes too. Any of the three regions may be empty. With an empty overlap, P_B is zero and the condition says that M⁻¹ is block diagonal.

The condition concerns M⁻¹, not M. A short-ranged M usually has an inverse that reaches across the whole system, and then, if both fragments have private sites, the assembly is at best an approximation. The exact case arises, for example, when M is itself the inverse of something too short-ranged to link A and C. For non-interacting electrons on finitely many sites, let H be the one-electron Hamiltonian matrix in an orthonormal site basis, and take M = (H − E)⁻¹ with the real energy E below the spectrum of H. Then M is positive definite, M⁻¹ = H − E, and the condition says that H has no direct hopping between A and C. Up to a sign convention, M is the Green's function at energy E. For known E, its blocks on the two fragments then determine the whole Hamiltonian, although M itself may link A and C. The theorem gives no error estimate for entries that are small but nonzero, and it treats two fragments only.

The derivation starts from what a padded inverse does to M. Inserting the definitions gives

J_Sᵀ M P_S = M_S M_S⁻¹ J_Sᵀ = J_Sᵀ

P_S M J_S = J_S M_S⁻¹ M_S = J_S

Multiplication by J_Sᵀ from the left selects the rows in S, and multiplication by J_S from the right selects the columns. Hence, for k in S and any j,

(M P_S)_kj = δ_kj and (P_S M)_jk = δ_jk.

This is `paddedInv_inverts`; its two `calc` blocks are the two matrix lines above. Entries of P_S with an index outside S vanish, which is `paddedInv_eq_zero`.

Now suppose that row i of M⁻¹ vanishes outside S. Then

(P_S)_ij = Σ_k (M⁻¹)_ik (M P_S)_kj = Σ_k (M⁻¹)_ik δ_kj = (M⁻¹)_ij.

In the middle step, terms with k in S agree because M P_S has the rows of the identity there, and terms with k outside S vanish on both sides. So the fragment reproduces this row exactly. In `fragment_row_exact`, `Finset.sum_congr` compares the sums term by term, with a case split on whether k is in S.

Assume now that S and T cover all sites and that M⁻¹ vanishes both from A to C and from C to A. Define the error of the assembly as

D = P_S + P_T − P_B − M⁻¹.

For k in A, row k of M⁻¹ vanishes on C and is therefore confined to S. Thus P_S gives the exact row, while P_T and P_B contribute nothing, and D_kj = 0. For k in C the roles of S and T are exchanged. This is the step `hout`. For k in B, all three padded inverses act as inverses, so

(M D)_kj = δ_kj + δ_kj − δ_kj − δ_kj = 0,

which is `hin`. It remains to pass from M D to D on the overlap. Since D has nonzero rows only in B, and (P_B M)_ik = δ_ik for k in B,

D_ij = Σ_k δ_ik D_kj = Σ_k (P_B M)_ik D_kj = Σ_k (P_B)_ik (M D)_kj = 0.

In the last sum, the first factor vanishes for k outside B and the second for k in B. This proves `inverse_eq_of_invertible`, which does not need M to be Hermitian, but takes both zero blocks and the invertibility of M, M_S, M_T and M_B as hypotheses.

Positive definiteness supplies the invertibility. If M_S v = 0 for some v ≠ 0, then w = J_S v is nonzero and

w† M w = v† M_S v = 0,

a contradiction. This is `fragment_isUnit`. Hermiticity supplies the second zero block, which completes one direction of the main theorem. For the converse, take i in A and j in C. Then j is outside S, i is outside T, and neither is in B, so all three padded inverses vanish at (i, j). If the assembly is exact, so does M⁻¹.

The matrix `chain` shows the condition met while all sites are coupled. Its rows are (3, 2, 1), (2, 4, 2) and (1, 2, 3), and its inverse has rows (1/2, −1/4, 0), (−1/4, 1/2, −1/4) and (0, −1/4, 1/2). With the fragments {0, 1} and {1, 2}, the middle diagonal entry is assembled as

3/8 + 3/8 − 1/4 = 1/2.

`chain_witness` establishes positive definiteness by writing the matrix as the identity plus a Gram matrix, and finds the zero entry by checking the inverse explicitly.

The statement could also have been modelled with three separate index types for A, B and C and a 3 × 3 block matrix. The covering hypothesis would then disappear and the condition would be a single zero block, but applying the result to fragments chosen from a given list of sites would first require relabelling the sites.
